# Incomplete LU of a strictly row diagonally dominant matrix never meets a zero pivot

A screened Poisson equation for the electrostatic potential, discretised on a real-space grid, gives a large sparse linear system that can be solved iteratively with an incomplete LU factorisation as preconditioner. The factorisation discards entries to stay sparse, and a discarded entry can alter later pivots, so one may ask whether a pivot can become zero.

```lean
import Mathlib

open Matrix

namespace IncompleteLU

noncomputable section

variable {𝕜 : Type*} [NormedField 𝕜]

/-- The sum of the moduli of the off-diagonal entries in row `i`. -/
def offDiag {n : ℕ} (A : Matrix (Fin n) (Fin n) 𝕜) (i : Fin n) : ℝ :=
  ∑ j, if j = i then 0 else ‖A i j‖

/-- The dominance margin of row `i`: modulus of the diagonal entry minus the off-diagonal sum. -/
def margin {n : ℕ} (A : Matrix (Fin n) (Fin n) 𝕜) (i : Fin n) : ℝ :=
  ‖A i i‖ - offDiag A i

/-- Strict row diagonal dominance: every row has a positive margin. -/
def StrictDominant {n : ℕ} (A : Matrix (Fin n) (Fin n) 𝕜) : Prop :=
  ∀ i, 0 < margin A i

/-- The Schur complement left after eliminating the first variable, when `A 0 0` is nonzero. For `A
0 0 = 0` the formula still has a value, since Lean sets `x / 0 = 0`. -/
def schur {n : ℕ} (A : Matrix (Fin (n + 1)) (Fin (n + 1)) 𝕜) : Matrix (Fin n) (Fin n) 𝕜 :=
  fun i j => A i.succ j.succ - A i.succ 0 * A 0 j.succ / A 0 0

/-- `T` arises from `S` by replacing some off-diagonal entries by zero. -/
structure IsDropping {n : ℕ} (S T : Matrix (Fin n) (Fin n) 𝕜) : Prop where
  diag : ∀ i, T i i = S i i
  off : ∀ i j, i ≠ j → T i j = S i j ∨ T i j = 0

/-- `Reaches A n B`: repeated elimination with arbitrary dropping, started from `A`, can arrive at
the active `n` by `n` matrix `B`. The definition does not require the pivots to be nonzero. -/
inductive Reaches {m : ℕ} (A : Matrix (Fin m) (Fin m) 𝕜) :
    (n : ℕ) → Matrix (Fin n) (Fin n) 𝕜 → Prop
  | start : Reaches A m A
  | step {n : ℕ} {B : Matrix (Fin (n + 1)) (Fin (n + 1)) 𝕜} {T : Matrix (Fin n) (Fin n) 𝕜} :
      Reaches A (n + 1) B → IsDropping (schur B) T → Reaches A n T

/-- If `A x = b` and the pivot is nonzero, the remaining unknowns solve the linear system of
the Schur complement with the updated right-hand side. -/
theorem schur_mulVec {n : ℕ} (A : Matrix (Fin (n + 1)) (Fin (n + 1)) 𝕜)
    (x b : Fin (n + 1) → 𝕜) (hp : A 0 0 ≠ 0) (h : A *ᵥ x = b) :
    schur A *ᵥ (fun j => x j.succ) = fun i => b i.succ - A i.succ 0 / A 0 0 * b 0 := by
  subst h
  ext i
  simp only [Matrix.mulVec, dotProduct, Fin.sum_univ_succ, schur]
  have e : ∑ j : Fin n, (A i.succ j.succ - A i.succ 0 * A 0 j.succ / A 0 0) * x j.succ
      = ∑ j : Fin n, A i.succ j.succ * x j.succ
        - A i.succ 0 / A 0 0 * ∑ j : Fin n, A 0 j.succ * x j.succ := by
    rw [Finset.mul_sum, ← Finset.sum_sub_distrib]
    exact Finset.sum_congr rfl fun j _ => by ring
  have hc : A i.succ 0 / A 0 0 * A 0 0 = A i.succ 0 := div_mul_cancel₀ _ hp
  linear_combination e + x 0 * hc

/-- The modulus of a diagonal entry is at least the dominance margin of its row. -/
theorem margin_le_norm {n : ℕ} (A : Matrix (Fin n) (Fin n) 𝕜) (i : Fin n) :
    margin A i ≤ ‖A i i‖ := by
  have h : 0 ≤ offDiag A i := Finset.sum_nonneg fun j _ => by
    split_ifs
    exacts [le_rfl, norm_nonneg _]
  unfold margin
  linarith

/-- Eliminating the first variable with a strictly dominant pivot row does not lower the
dominance margin of any remaining row. -/
theorem margin_le_margin_schur {n : ℕ} (A : Matrix (Fin (n + 1)) (Fin (n + 1)) 𝕜)
    (h0 : 0 < margin A 0) (i : Fin n) : margin A i.succ ≤ margin (schur A) i := by
  have hp : 0 < ‖A 0 0‖ := h0.trans_le (margin_le_norm A 0)
  have hs : offDiag A 0 = ∑ j : Fin n, ‖A 0 j.succ‖ := by
    rw [offDiag, Fin.sum_univ_succ]
    simp
  have hi : offDiag A i.succ
      = ‖A i.succ 0‖ + ∑ j : Fin n, if j = i then 0 else ‖A i.succ j.succ‖ := by
    rw [offDiag, Fin.sum_univ_succ]
    simp [(Fin.succ_ne_zero i).symm]
  -- `c` is the modulus of the elimination multiplier
  obtain ⟨c, hc⟩ : ∃ c, c = ‖A i.succ 0‖ / ‖A 0 0‖ := ⟨_, rfl⟩
  have hc0 : 0 ≤ c := by rw [hc]; positivity
  have hcp : c * ‖A 0 0‖ = ‖A i.succ 0‖ := by rw [hc]; exact div_mul_cancel₀ _ hp.ne'
  have hn : ∀ j : Fin n, ‖A i.succ 0 * A 0 j.succ / A 0 0‖ = c * ‖A 0 j.succ‖ := by
    intro j
    rw [norm_div, norm_mul, hc]
    ring
  -- fill-in is bounded by the multiplier times the pivot row
  have hsum : offDiag (schur A) i + c * ‖A 0 i.succ‖
      ≤ (∑ j : Fin n, if j = i then 0 else ‖A i.succ j.succ‖)
        + c * ∑ j : Fin n, ‖A 0 j.succ‖ := by
    have e : c * ‖A 0 i.succ‖ = ∑ j : Fin n, if j = i then c * ‖A 0 j.succ‖ else 0 := by
      simp
    rw [e, offDiag, Finset.mul_sum, ← Finset.sum_add_distrib, ← Finset.sum_add_distrib]
    refine Finset.sum_le_sum fun j _ => ?_
    by_cases hj : j = i
    · simp [hj]
    · have h1 : ‖schur A i j‖ ≤ ‖A i.succ j.succ‖ + c * ‖A 0 j.succ‖ := by
        rw [← hn j]
        exact norm_sub_le _ _
      simp only [if_neg hj]
      linarith
  have hd : ‖A i.succ i.succ‖ - c * ‖A 0 i.succ‖ ≤ ‖schur A i i‖ := by
    rw [← hn i]
    exact norm_sub_norm_le _ _
  -- dominance of the pivot row pays for the fill-in
  have hrow : c * ∑ j : Fin n, ‖A 0 j.succ‖ ≤ c * ‖A 0 0‖ := by
    refine mul_le_mul_of_nonneg_left ?_ hc0
    unfold margin at h0
    linarith
  unfold margin
  linarith

/-- Dropping off-diagonal entries does not lower any dominance margin. -/
theorem margin_le_of_dropping {n : ℕ} {S T : Matrix (Fin n) (Fin n) 𝕜}
    (h : IsDropping S T) (i : Fin n) : margin S i ≤ margin T i := by
  have ho : offDiag T i ≤ offDiag S i := by
    refine Finset.sum_le_sum fun j _ => ?_
    by_cases hj : j = i
    · simp [hj]
    · simp only [if_neg hj]
      rcases h.off i j (Ne.symm hj) with e | e
      · rw [e]
      · rw [e, norm_zero]
        exact norm_nonneg _
  unfold margin
  rw [h.diag i]
  linarith

/-- Along any run of incomplete elimination from a strictly dominant matrix, each dominance
margin of the active matrix is at least some margin of the original matrix. -/
theorem margin_of_reaches {m n : ℕ} {A : Matrix (Fin m) (Fin m) 𝕜}
    {B : Matrix (Fin n) (Fin n) 𝕜} (hA : StrictDominant A) (h : Reaches A n B) :
    ∀ i, ∃ k, margin A k ≤ margin B i := by
  induction h with
  | start => exact fun i => ⟨i, le_rfl⟩
  | step _ hT ih =>
    intro i
    obtain ⟨k₀, hk₀⟩ := ih 0
    obtain ⟨k, hk⟩ := ih i.succ
    exact ⟨k, hk.trans ((margin_le_margin_schur _ ((hA k₀).trans_le hk₀) i).trans
      (margin_le_of_dropping hT i))⟩

/-- Incomplete LU without breakdown: from a strictly row dominant matrix, repeated elimination
with arbitrary off-diagonal dropping keeps strict dominance and never meets a zero pivot. -/
theorem no_breakdown {m n : ℕ} {A : Matrix (Fin m) (Fin m) 𝕜}
    {B : Matrix (Fin (n + 1)) (Fin (n + 1)) 𝕜} (hA : StrictDominant A)
    (h : Reaches A (n + 1) B) : StrictDominant B ∧ B 0 0 ≠ 0 := by
  have hB : StrictDominant B := fun i => by
    obtain ⟨k, hk⟩ := margin_of_reaches hA h i
    exact (hA k).trans_le hk
  exact ⟨hB, norm_pos_iff.mp ((hB 0).trans_le (margin_le_norm B 0))⟩

/-- If every row of the original matrix has margin at least `δ > 0`, every pivot met in
incomplete elimination has modulus at least `δ`. -/
theorem pivot_bound {m n : ℕ} {A : Matrix (Fin m) (Fin m) 𝕜}
    {B : Matrix (Fin (n + 1)) (Fin (n + 1)) 𝕜} {δ : ℝ} (hδ : 0 < δ)
    (hA : ∀ i, δ ≤ margin A i) (h : Reaches A (n + 1) B) : δ ≤ ‖B 0 0‖ := by
  obtain ⟨k, hk⟩ := margin_of_reaches (fun i => hδ.trans_le (hA i)) h 0
  exact (hA k).trans (hk.trans (margin_le_norm B 0))

/-- The Schur complement of a 3 by 3 matrix, written out entry by entry. -/
theorem schur_three (a b c d e f g h k : ℝ) :
    schur (!![a, b, c; d, e, f; g, h, k] : Matrix (Fin 3) (Fin 3) ℝ)
      = !![e - d * b / a, f - d * c / a; h - g * b / a, k - g * c / a] := by
  ext i j
  fin_cases i <;> fin_cases j <;> rfl

/-- A strictly dominant 3 by 3 matrix and an active matrix reached from it by one elimination
in which the upper off-diagonal entry is dropped. -/
theorem no_breakdown_witness :
    StrictDominant (!![4, -1, -1; -1, 4, -1; -1, -1, 4] : Matrix (Fin 3) (Fin 3) ℝ) ∧
    Reaches (!![4, -1, -1; -1, 4, -1; -1, -1, 4] : Matrix (Fin 3) (Fin 3) ℝ) 2
      !![15 / 4, 0; -5 / 4, 15 / 4] := by
  refine ⟨fun i => ?_, Reaches.step (n := 2) Reaches.start ⟨fun i => ?_, fun i j h => ?_⟩⟩
  · fin_cases i <;> simp [margin, offDiag, Fin.sum_univ_three] <;> norm_num
  · rw [schur_three]
    fin_cases i <;> norm_num
  · rw [schur_three]
    fin_cases i <;> fin_cases j <;> first | exact absurd rfl h | norm_num

/-- Weak dominance is not enough: a matrix with nonnegative margins can lead to a zero pivot. -/
theorem weak_dominance_breakdown :
    (∀ i, 0 ≤ margin (!![1, 1; 1, 1] : Matrix (Fin 2) (Fin 2) ℝ) i) ∧
    Reaches (!![1, 1; 1, 1] : Matrix (Fin 2) (Fin 2) ℝ) 1 !![0] := by
  refine ⟨fun i => ?_, Reaches.step (n := 1) Reaches.start
    ⟨fun i => ?_, fun i j h => absurd (Subsingleton.elim i j) h⟩⟩
  · fin_cases i <;> norm_num [margin, offDiag, Fin.sum_univ_two]
  · fin_cases i
    norm_num [schur]

/-- Without dominance, dropping itself can cause breakdown: here exact elimination has the
pivots 1, 1, -1, while a run with dropping arrives at a zero pivot. -/
theorem dropping_breakdown :
    schur (!![1, 0, 0; 0, 1, 1; 0, 1, 0] : Matrix (Fin 3) (Fin 3) ℝ) = !![1, 1; 1, 0] ∧
    schur (!![1, 1; 1, 0] : Matrix (Fin 2) (Fin 2) ℝ) = !![-1] ∧
    Reaches (!![1, 0, 0; 0, 1, 1; 0, 1, 0] : Matrix (Fin 3) (Fin 3) ℝ) 1 !![0] := by
  refine ⟨?_, ?_, Reaches.step (n := 1) (B := (!![1, 0; 1, 0] : Matrix (Fin 2) (Fin 2) ℝ))
    (Reaches.step (n := 2) Reaches.start ⟨fun i => ?_, fun i j h => ?_⟩)
    ⟨fun i => ?_, fun i j h => absurd (Subsingleton.elim i j) h⟩⟩
  · rw [schur_three]
    norm_num
  · ext i j
    fin_cases i
    fin_cases j
    norm_num [schur]
  · rw [schur_three]
    fin_cases i <;> norm_num
  · rw [schur_three]
    fin_cases i <;> fin_cases j <;> first | exact absurd rfl h | norm_num
  · fin_cases i
    norm_num [schur]

end

end IncompleteLU
```

```lean
#print axioms IncompleteLU.no_breakdown
#print axioms IncompleteLU.pivot_bound
#print axioms IncompleteLU.weak_dominance_breakdown
#print axioms IncompleteLU.dropping_breakdown
```

```
'IncompleteLU.no_breakdown' depends on axioms: [propext, Classical.choice, Quot.sound]
'IncompleteLU.pivot_bound' depends on axioms: [propext, Classical.choice, Quot.sound]
'IncompleteLU.weak_dominance_breakdown' depends on axioms: [propext, Classical.choice, Quot.sound]
'IncompleteLU.dropping_breakdown' depends on axioms: [propext, Classical.choice, Quot.sound]
```

## Margins, active matrices and runs with dropping

For a square matrix $A$, the dominance margin of row $i$ is

$$\mu_i(A)=|A_{ii}|-\sum_{j\ne i}|A_{ij}| .$$

This is `margin A i`, with the sum given by `offDiag A i`. `StrictDominant A` says that all margins are positive. The entries lie in a normed field `𝕜`, so real and complex matrices are both included.

Indices start at 0, and the pivot is `A 0 0`. Eliminating the first variable leaves the Schur complement `schur A`, with entries

$$S_{ij}=A_{i+1,j+1}-\frac{A_{i+1,0}\,A_{0,j+1}}{A_{00}} .$$

Row $i$ of $S$ thus comes from row $i+1$ of $A$. `IsDropping S T` says that $T$ has the diagonal of $S$ and that each off-diagonal entry is either kept or set to zero. `Reaches A n B` says that some sequence of eliminations, each followed by such a dropping, leads from $A$ to the active $n\times n$ matrix $B$. The choices are free at every step and may depend on the computed values. The definition does not ask for nonzero pivots: formally a run could continue past a zero pivot, because Lean sets $x/0=0$. The main theorem shows that this never happens when $A$ is strictly dominant.

The main theorem, `no_breakdown`, states that if $A$ is strictly dominant, every nonempty active matrix reached from it is strictly dominant and has a nonzero pivot. `pivot_bound` adds a number: if all margins of $A$ are at least $\delta>0$, every pivot has modulus at least $\delta$.

## The screened Poisson matrix and the factorisation loop

For $-\nabla^2\phi+\kappa^2\phi=4\pi\rho$ with potential $\phi$, source charge density $\rho$ (in Gaussian units) and inverse screening length $\kappa>0$, the seven-point stencil with grid spacing $h$ has diagonal $6/h^2+\kappa^2$ and six neighbours $-1/h^2$. An interior row has margin $\kappa^2$, and a row next to a Dirichlet boundary has a larger one. Here `pivot_bound` applies with $\delta=\kappa^2$ and guarantees that every pivot has modulus at least $\kappa^2$. The bound can be very loose: the first pivot is $6/h^2+\kappa^2$. Without screening the margin of an interior row is zero, so the hypothesis fails as soon as the grid has such a row; this does not mean that a pivot vanishes. A shifted Kohn–Sham Hamiltonian need not be dominant either.

In the elimination order modelled here, one pass of the loop computes the multipliers $A_{i+1,0}/A_{00}$, subtracts multiples of the pivot row, and discards entries; many codes organise the work row by row instead. If off-diagonal entries of $A$ are discarded before the first elimination, the theorems apply to the thinned matrix, which is still strictly dominant by `margin_le_of_dropping`. ILU(0) discards the new entries that elimination creates outside the sparsity pattern of the original matrix; threshold variants discard small entries. Variants that add discarded entries to the diagonal are not covered, because `IsDropping` fixes the diagonal. The arithmetic is exact, rows are not permuted, and the theorems do not address how good the preconditioner is.

## Why elimination does not lower a margin

The Schur complement is the right matrix to follow because it governs the remaining unknowns. If $Ax=b$ and $A_{00}\neq0$, multiply the first equation by $A_{i+1,0}/A_{00}$ and subtract it from equation $i+1$. The terms in $x_0$ cancel, leaving

$$\sum_j S_{ij}x_{j+1}=b_{i+1}-\frac{A_{i+1,0}}{A_{00}}\,b_0 .$$

This is `schur_mulVec`; its `linear_combination` step performs the cancellation.

Now let $\mu_0(A)>0$. A margin never exceeds the modulus of its diagonal entry (`margin_le_norm`), so $A_{00}\ne0$. Put $c=|A_{i+1,0}|/|A_{00}|$. The triangle inequality gives

$$|S_{ii}|\ge |A_{i+1,i+1}|-c\,|A_{0,i+1}|,$$

$$\sum_{j\ne i}|S_{ij}|\le\sum_{j\ne i}|A_{i+1,j+1}|+c\sum_{j\ne i}|A_{0,j+1}| .$$

Subtracting the second from the first,

$$\mu_i(S)\ge |A_{i+1,i+1}|-\sum_{j\ne i}|A_{i+1,j+1}|-c\sum_j|A_{0,j+1}| .$$

Dominance of the pivot row bounds the last term:

$$c\sum_j|A_{0,j+1}|\le c\,|A_{00}|=|A_{i+1,0}| .$$

What remains on the right is at least $\mu_{i+1}(A)$, hence $\mu_i(S)\ge\mu_{i+1}(A)$. The new entries created by elimination are paid for by the entry $A_{i+1,0}$, which leaves the row.

In `margin_le_margin_schur`, `hd` is the diagonal estimate, `hsum` the off-diagonal one, and `hrow` the use of pivot-row dominance. `hsum` is proved term by term, with the term $c\,|A_{0,i+1}|$ moved to the left so that the full pivot-row sum appears on the right. The final `linarith` combines the three.

## From one step to a whole run

Dropping leaves $|S_{ii}|$ alone and can only shrink the off-diagonal sum, so $\mu_i(T)\ge\mu_i(S)$. This is `margin_le_of_dropping`, which compares the two sums entry by entry.

`margin_of_reaches` proceeds by induction along the run and shows that each margin of an active matrix is at least some margin of $A$. At the start there is nothing to do. At a later step, the induction hypothesis for row 0 shows that the pivot row is dominant, as the elimination estimate requires. The hypothesis for row $i+1$ then supplies a margin of $A$ below that row's margin, and the two inequalities carry it to row $i$ of the new matrix.

All margins of $A$ are positive, so those of $B$ are too, and $|B_{00}|\ge\mu_0(B)>0$. If the margins of $A$ are at least $\delta$, the same chain gives $|B_{00}|\ge\delta$.

## Three small matrices

In `no_breakdown_witness`, the matrix with 4 on the diagonal and $-1$ elsewhere has all margins equal to 2. One elimination gives diagonal entries $15/4$ and off-diagonal entries $-5/4$. Dropping the upper one leaves margins $15/4$ and $5/2$.

`weak_dominance_breakdown` takes the $2\times2$ matrix of ones. Its margins are zero, and its second pivot is $1-1=0$.

`dropping_breakdown` starts from a matrix that is not dominant and whose exact pivots are $1,1,-1$. After the first elimination the active matrix is $\begin{pmatrix}1&1\\1&0\end{pmatrix}$. Dropping its upper off-diagonal entry changes the last pivot from $-1$ to $0$, so the breakdown is due to the dropping alone.
